# Turning a polarised spin 1/2 through θ with N equally stepped ideal analysers succeeds with probability cos(θ/(2N))^(2N)

A spin 1/2 is polarised along z, and we want it polarised along another axis, at angle θ from z in the x–z plane. The only tools are analysers, each of which passes the spin component along its own axis and blocks the opposite one. For θ = π a single analyser along the target axis blocks every spin. What happens if the turn is divided among N analysers, at angles θ/N, 2θ/N, ..., θ?

## The survival probability and its lower bound

For ideal analysers with no evolution between them, the probability of passing all N ≥ 1 is

S = cos(θ/(2N))^(2N) ≥ 1 − θ²/(4N).

A spin that passes leaves polarised along θ. Both relations hold for every real θ, and S tends to 1 as N grows at fixed θ. The lower bound is informative only when θ² < 4N. For θ = π and N = 25 it gives about 0.901, while S is about 0.906.

## Post-selected measurements in a state-vector code

A code that simulates post-selected measurements can start from a normalised vector, apply the projectors in turn without renormalising, and read the probability of the whole record from the final squared norm. For one spin that starts polarised along z and meets ideal analysers at θ/N, 2θ/N, ..., θ in the x–z plane, the formula supplies a reference value for that procedure. If the code builds its projectors from spinors and puts φ where φ/2 belongs, it returns cos(θ/N)^(2N) instead. For θ = π and N = 2 that is 0, while the correct value is 1/4. In the same model, any N ≥ 1 with N ≥ θ²/(4ε) keeps the loss at or below a chosen ε > 0.

## From one analyser to N

Let σx and σz be Pauli matrices. The analyser at angle φ is

P(φ) = (1 + cos φ σz + sin φ σx)/2.

It is real and symmetric, hence Hermitian. Since σx and σz square to 1 and anticommute, the matrix A = cos φ σz + sin φ σx satisfies A² = 1. Therefore

P(φ)² = (1 + 2A + A²)/4 = (1 + A)/2 = P(φ).

The normalised state polarised along φ is

v(φ) = (cos(φ/2), sin(φ/2)).

Let an analyser at β act on v(α). Write c = cos(β/2), s = sin(β/2), a = cos(α/2) and b = sin(α/2). With cos β = 2c² − 1, sin β = 2sc and s² + c² = 1, the rows of P(β) are (c², sc) and (sc, s²), so

P(β) v(α) = (c²a + scb, sca + s²b) = (ca + sb)(c, s) = cos((β − α)/2) v(β).

Now prepare the spin along φ₀ and send it through analysers at φ₁, ..., φₙ. Let dₖ = (φₖ₊₁ − φₖ)/2 for k = 0, ..., n − 1. Each analyser contributes one cosine and resets the polarisation to its own axis, so by induction the unnormalised state is

ψₙ = (∏ₖ cos dₖ) v(φₙ).

Because v(φₙ) has norm 1, the survival probability is

Sₙ = ∏ₖ cos² dₖ.

For the bound, use cos y ≥ 1 − y²/2 with y = 2x:

cos² x = (1 + cos 2x)/2 ≥ 1 − x².

If p and q are at most 1, then (1 − p)(1 − q) ≥ 0, which rearranges to pq ≥ p + q − 1. Taking p = Sₙ and q = cos² dₙ for one further analyser gives

Sₙ₊₁ ≥ Sₙ + cos² dₙ − 1 ≥ Sₙ − dₙ².

Starting from S₀ = 1, induction yields

Sₙ ≥ 1 − ∑ₖ dₖ².

For equal steps n = N and every dₖ is θ/(2N). The product becomes cos(θ/(2N))^(2N), and the sum becomes N · θ²/(4N²) = θ²/(4N). Since S also never exceeds 1, it is squeezed to 1 as N grows.

## The Lean file

```lean
import Mathlib

open Matrix Filter Topology

namespace ZenoDragging

noncomputable section

/-- The Pauli matrix of the x axis. -/
def σx : Matrix (Fin 2) (Fin 2) ℂ := !![0, 1; 1, 0]

/-- The Pauli matrix of the z axis. -/
def σz : Matrix (Fin 2) (Fin 2) ℂ := !![1, 0; 0, -1]

/-- The analyser whose axis lies in the x-z plane at angle `φ` from the z axis:
the matrix `(1 + cos φ σz + sin φ σx) / 2`. -/
def analyser (φ : ℝ) : Matrix (Fin 2) (Fin 2) ℂ :=
  (1 / 2 : ℂ) • (1 + (Real.cos φ : ℂ) • σz + (Real.sin φ : ℂ) • σx)

/-- A spin state polarised along the axis in the x-z plane at angle `φ` from the z axis. -/
def spinUp (φ : ℝ) : Fin 2 → ℂ :=
  ![(Real.cos (φ / 2) : ℂ), (Real.sin (φ / 2) : ℂ)]

/-- The unnormalised state of a spin prepared along `φ 0` that has passed the analysers
at angles `φ 1, ..., φ n` in this order. -/
def filtered (φ : ℕ → ℝ) : ℕ → (Fin 2 → ℂ)
  | 0 => spinUp (φ 0)
  | n + 1 => analyser (φ (n + 1)) *ᵥ filtered φ n

/-- The probability that the spin passes the first `n` analysers: the squared norm of
the filtered state. -/
def survival (φ : ℕ → ℝ) (n : ℕ) : ℝ := ∑ i, ‖filtered φ n i‖ ^ 2

/-- Axes that turn by `θ / N` from one analyser to the next, for `N ≥ 1`. -/
def equalSteps (θ : ℝ) (N : ℕ) : ℕ → ℝ := fun k => k * (θ / N)

/-- An analyser is a Hermitian projector. -/
theorem analyser_projector (φ : ℝ) :
    (analyser φ).IsHermitian ∧ analyser φ * analyser φ = analyser φ := by
  have hp := Real.sin_sq_add_cos_sq φ
  unfold analyser
  generalize Real.cos φ = c at hp ⊢
  generalize Real.sin φ = s at hp ⊢
  have hq : (s : ℂ) ^ 2 + (c : ℂ) ^ 2 = 1 := by exact_mod_cast hp
  constructor
  · ext i j
    fin_cases i <;> fin_cases j <;> simp [σx, σz, Matrix.conjTranspose_apply] <;> ring
  · ext i j
    fin_cases i <;> fin_cases j <;>
      simp [σx, σz, Matrix.mul_apply, Fin.sum_univ_two]
    · linear_combination (1 / 4 : ℂ) * hq
    · ring
    · ring
    · linear_combination (1 / 4 : ℂ) * hq

/-- An analyser at angle `β` maps the vector `spinUp α` to `cos ((β - α) / 2)` times `spinUp β`. -/
theorem analyser_mulVec_spinUp (α β : ℝ) :
    analyser β *ᵥ spinUp α = (Real.cos ((β - α) / 2) : ℂ) • spinUp β := by
  -- express everything through half angles
  have hc : Real.cos β = 2 * Real.cos (β / 2) ^ 2 - 1 := by
    rw [← Real.cos_two_mul]; congr 1; ring
  have hs : Real.sin β = 2 * Real.sin (β / 2) * Real.cos (β / 2) := by
    rw [← Real.sin_two_mul]; congr 1; ring
  have hd : Real.cos ((β - α) / 2) = Real.cos (β / 2) * Real.cos (α / 2)
      + Real.sin (β / 2) * Real.sin (α / 2) := by
    rw [sub_div, Real.cos_sub]
  have hp := Real.sin_sq_add_cos_sq (β / 2)
  unfold analyser spinUp
  rw [hc, hs, hd]
  clear hc hs hd
  generalize Real.cos (β / 2) = c at hp ⊢
  generalize Real.sin (β / 2) = s at hp ⊢
  generalize Real.cos (α / 2) = a
  generalize Real.sin (α / 2) = b
  have hq : (s : ℂ) ^ 2 + (c : ℂ) ^ 2 = 1 := by exact_mod_cast hp
  ext i
  fin_cases i <;> simp [σx, σz, Matrix.mulVec, dotProduct, Fin.sum_univ_two]
  · ring
  · linear_combination (-(b : ℂ)) * hq

/-- The filtered state is `spinUp (φ n)` times the product of the cosines of half the successive
turns. -/
theorem filtered_eq (φ : ℕ → ℝ) (n : ℕ) :
    filtered φ n =
      ((∏ k ∈ Finset.range n, Real.cos ((φ (k + 1) - φ k) / 2) : ℝ) : ℂ) • spinUp (φ n) := by
  induction n with
  | zero => simp [filtered]
  | succ n ih =>
    rw [filtered, ih, Matrix.mulVec_smul, analyser_mulVec_spinUp, smul_smul,
      Finset.prod_range_succ, Complex.ofReal_mul]

/-- The survival probability is the product of the squared cosines of half the
successive turns. -/
theorem survival_eq (φ : ℕ → ℝ) (n : ℕ) :
    survival φ n = ∏ k ∈ Finset.range n, Real.cos ((φ (k + 1) - φ k) / 2) ^ 2 := by
  have h0 : spinUp (φ n) 0 = (Real.cos (φ n / 2) : ℂ) := rfl
  have h1 : spinUp (φ n) 1 = (Real.sin (φ n / 2) : ℂ) := rfl
  rw [survival, filtered_eq, Fin.sum_univ_two, Finset.prod_pow]
  simp only [Pi.smul_apply, smul_eq_mul, norm_mul, mul_pow, h0, h1, Complex.norm_real,
    Real.norm_eq_abs, sq_abs]
  rw [← mul_add, Real.cos_sq_add_sin_sq, mul_one]

/-- For any sequence of axes, the probability of losing the spin is at most the sum of the
squares of half the successive turns. -/
theorem survival_ge (φ : ℕ → ℝ) (n : ℕ) :
    1 - ∑ k ∈ Finset.range n, ((φ (k + 1) - φ k) / 2) ^ 2 ≤ survival φ n := by
  rw [survival_eq]
  induction n with
  | zero => simp
  | succ n ih =>
    rw [Finset.sum_range_succ, Finset.prod_range_succ]
    have hp : ∏ k ∈ Finset.range n, Real.cos ((φ (k + 1) - φ k) / 2) ^ 2 ≤ 1 :=
      Finset.prod_le_one (fun _ _ => sq_nonneg _) (fun _ _ => Real.cos_sq_le_one _)
    have hq := Real.cos_sq_le_one ((φ (n + 1) - φ n) / 2)
    -- a single analyser loses at most the square of half the turn
    have hx : ∀ x : ℝ, 1 - x ^ 2 ≤ Real.cos x ^ 2 := by
      intro x
      rw [Real.cos_sq]
      linarith [Real.one_sub_sq_div_two_le_cos (x := 2 * x)]
    have hl := hx ((φ (n + 1) - φ n) / 2)
    -- losses at successive analysers add up at most
    have hm := mul_nonneg (sub_nonneg.2 hp) (sub_nonneg.2 hq)
    linarith

/-- Zeno dragging: a spin prepared along z meets `N ≥ 1` analysers at angles
`θ / N, 2θ / N, ..., θ`. Its filtered state is `cos (θ / (2N)) ^ N` times `spinUp θ`, and it passes
them all with probability `cos (θ / (2N)) ^ (2N)`, which is at least `1 - θ² / (4N)`. -/
theorem zeno_dragging (θ : ℝ) {N : ℕ} (hN : N ≠ 0) :
    filtered (equalSteps θ N) N = ((Real.cos (θ / (2 * N)) ^ N : ℝ) : ℂ) • spinUp θ ∧
    survival (equalSteps θ N) N = Real.cos (θ / (2 * N)) ^ (2 * N) ∧
    1 - θ ^ 2 / (4 * N) ≤ survival (equalSteps θ N) N := by
  have hN' : (N : ℝ) ≠ 0 := Nat.cast_ne_zero.2 hN
  have hstep : ∀ k : ℕ,
      (equalSteps θ N (k + 1) - equalSteps θ N k) / 2 = θ / (2 * N) := by
    intro k
    simp only [equalSteps]
    push_cast
    ring
  have hend : equalSteps θ N N = θ := by
    simp only [equalSteps]
    field_simp
  refine ⟨?_, ?_, ?_⟩
  · rw [filtered_eq, hend]
    simp only [hstep, Finset.prod_const, Finset.card_range]
  · rw [survival_eq]
    simp only [hstep, Finset.prod_const, Finset.card_range, ← pow_mul]
  · have h := survival_ge (equalSteps θ N) N
    simp only [hstep, Finset.sum_const, Finset.card_range, nsmul_eq_mul] at h
    have e : (N : ℝ) * (θ / (2 * N)) ^ 2 = θ ^ 2 / (4 * N) := by
      linear_combination (θ ^ 2 / (4 * N)) * mul_inv_cancel₀ hN'
    rw [e] at h
    exact h

/-- For every total angle `θ`, the survival probability tends to 1 as the number of equally
spaced analysers grows. -/
theorem zeno_limit (θ : ℝ) :
    Tendsto (fun N : ℕ => survival (equalSteps θ N) N) atTop (𝓝 1) := by
  have hlow : Tendsto (fun N : ℕ => 1 - θ ^ 2 / 4 / (N : ℝ)) atTop (𝓝 1) := by
    simpa using (tendsto_const_nhds (x := (1 : ℝ))).sub
      (tendsto_const_div_atTop_nhds_zero_nat (θ ^ 2 / 4))
  refine tendsto_of_tendsto_of_tendsto_of_le_of_le' hlow tendsto_const_nhds ?_ ?_
  · filter_upwards [eventually_ne_atTop 0] with N hN
    rw [div_div]
    exact (zeno_dragging θ hN).2.2
  · refine Eventually.of_forall fun N => ?_
    rw [survival_eq]
    exact Finset.prod_le_one (fun _ _ => sq_nonneg _) (fun _ _ => Real.cos_sq_le_one _)

/-- A spin prepared along z passes a single analyser at angle `π` with probability 0. -/
theorem single_analyser_blocks : survival (equalSteps Real.pi 1) 1 = 0 := by
  rw [(zeno_dragging Real.pi one_ne_zero).2.1]
  simp

end

end ZenoDragging
```

```lean
#print axioms ZenoDragging.analyser_projector
-- 'ZenoDragging.analyser_projector' depends on axioms: [propext, Classical.choice, Quot.sound]
#print axioms ZenoDragging.analyser_mulVec_spinUp
-- 'ZenoDragging.analyser_mulVec_spinUp' depends on axioms: [propext, Classical.choice, Quot.sound]
#print axioms ZenoDragging.zeno_limit
-- 'ZenoDragging.zeno_limit' depends on axioms: [propext, Classical.choice, Quot.sound]
#print axioms ZenoDragging.single_analyser_blocks
-- 'ZenoDragging.single_analyser_blocks' depends on axioms: [propext, Classical.choice, Quot.sound]
```

## Spins, axes and probabilities in the Lean statements

A spin state is a function `Fin 2 → ℂ`, with components in the σz basis. The name `spinUp φ` means polarised along the axis at φ: it is the usual spin-up state at φ = 0 and the usual spin-down state at φ = π. Its half-angles fix a sign convention: `spinUp (2π)` is minus `spinUp 0`, although both describe the same polarisation.

In `filtered φ n`, the value `φ 0` is the preparation angle and `φ 1` to `φ n` are the analyser angles. The function `survival φ n` is the squared norm of that unnormalised vector, which puts the Born rule into the definition. The axes of the main theorem are `equalSteps θ N`, whose k-th angle is kθ/N.

`zeno_dragging` assumes `N ≠ 0` and states three things: the final vector is cos(θ/(2N))^N times `spinUp θ`, the survival probability is cos(θ/(2N))^(2N), and it is at least 1 − θ²/(4N). The first is an equality of vectors, sign included. When the amplitude vanishes, no spin emerges and the final polarisation has no meaning. With N = 0 there is no analyser to turn the spin, so the final vector would be wrong for θ = π, for example.

`zeno_limit` states the limit at fixed θ, and `single_analyser_blocks` gives survival probability 0 for one analyser at π. For unequal steps, `survival_eq` and `survival_ge` give the product formula and the bound with the sum of squared half-turns.

## Half-angles, induction and the squeeze in the proof

`analyser_projector` checks the Hermitian and projector properties entry by entry, using only sin² φ + cos² φ = 1.

`analyser_mulVec_spinUp` is the one-analyser calculation. It rewrites everything in half-angles, and `generalize` then replaces the cosines and sines by the letters c, s, a and b. What remains is polynomial algebra: `ring` settles the first component, and `linear_combination` settles the second with a multiple of s² + c² = 1.

`filtered_eq` is the induction over analysers, and `survival_eq` takes the squared norm. In `survival_ge`, the inequality `hx` is cos² x ≥ 1 − x², while `hm` is (1 − p)(1 − q) ≥ 0; `linarith` combines them with the induction hypothesis.

In `zeno_dragging`, `hstep` shows that every half-turn is θ/(2N), and `hend` shows that the last axis is θ. The general results then specialise to the three claims. `zeno_limit` places the survival probability between 1 − θ²/(4N) and 1, using the lower bound only for nonzero N.

## Ideal filters, renormalisation and a precessing spin

The theorems give the survival probability and the final vector for exact projectors applied one after another to a single spin 1/2, with its initial polarisation and all analyser axes in one plane. The step to a laboratory is the identification of each real device, together with the path to the next one, with such a projector. Absorption, imperfect selection or precession in a stray field can break that identification. Floating-point error in an implementation is a separate matter, since the theorems concern real and complex numbers.

Renormalising the state after every analyser would be another way to model the sequence. The survival probability would then be the product of the conditional probabilities, with the same value as long as none of them is zero. After a blocked spin there is no state to renormalise, so the definition would need a separate case. The unnormalised vector simply becomes zero.

The same argument, though not formalised here, applies to a spin that starts along z, precesses about y at angular frequency ω for a time t, and is projected back onto its initial state at the end of each of N equal intervals. Each interval contributes the amplitude cos(ωt/(2N)), so the spin is found in its initial state every time with probability

cos(ωt/(2N))^(2N) ≥ 1 − (ωt)²/(4N).

At fixed ωt this probability tends to 1 as N grows, which is the quantum Zeno effect for a single precessing spin.
